# A wave orthogonal to an approximate core state lies at most $\eta(E_v-E_c)$ below the valence threshold

## Core state, approximate core and defect

Let $H$ be a Hermitian one-electron Hamiltonian on a complex inner product space $E$. The inner product $\langle x,y\rangle$ is conjugate-linear in its first argument.

- The true core state $c$ is a unit vector with $Hc=E_c\,c$.
- The valence threshold $E_v\ge E_c$ satisfies $\langle y,Hy\rangle\ge E_v\|y\|^2$ for every $y$ orthogonal to $c$. Physically, $c$ is the only core state, and every state orthogonal to it has an energy expectation value of $E_v$ or higher.
- The approximate core $d$ is any unit vector. Its defect is $\eta=1-|\langle c,d\rangle|^2$, which is zero when $d$ equals $c$ up to a phase.
- For a unit vector $u$, write $Q_uf=f-\langle u,f\rangle u$ for the wave $f$ with its $u$ component removed. If $f$ is a plane wave, $Q_df$ is an orthogonalized plane wave, here left unnormalised.

## Orthogonalizing to the wrong core function

Orthogonalized plane waves keep a valence calculation from falling into the core. The core function used is often taken from a free atom or a fit, so it is not an exact eigenvector of the Hamiltonian at hand. A wave orthogonal to $d$ can then still contain some of $c$, and its energy can drop below $E_v$. The question is how far.

For a one-electron problem with a single core state, the answer limits how far a variational energy can fall below $E_v$: combinations of waves orthogonal to $d$ are again orthogonal to $d$, so they obey the same bound.

## The bound and the case of equality

Every $x$ with $\langle d,x\rangle=0$ satisfies

$$\langle x,Hx\rangle\ \ge\ \bigl(E_v-\eta(E_v-E_c)\bigr)\|x\|^2 .$$

This is `energy_ge_of_orthogonal`. If moreover $E_c<E_v$ and $d$ lies in the span of $c$ and a unit eigenvector $v$ of energy $E_v$, then $E_v-\eta(E_v-E_c)$ is the minimum energy over unit vectors orthogonal to $d$. This is `isLeast_energy`.

In Lean, the objects read as follows.

- `E` is a complex inner product space of any dimension, and `H : E →ₗ[ℂ] E` with `H.IsSymmetric` is the Hermitian operator.
- `energy H x` is the real part of $\langle x,Hx\rangle$, without division by $\|x\|^2$. For a unit vector it is the usual expectation value.
- `coreDefect c d` is $\eta$, and `opw d f` is $Q_df$. Despite its name, `opw` accepts any vector `f`, not only a plane wave.
- `hc` is the eigenvalue equation for $c$, and `hgap` is the threshold condition on its complement.
- `IsLeast` says that the value belongs to the set of energies of admissible unit vectors and that no member of the set is smaller.

An atom with several core states, degenerate ones included, violates `hgap` if $E_v$ is its valence threshold, unless the problem is restricted to a symmetry channel that contains a single core state. The operator acts on all of `E`, as it does in a finite basis, where $c$ must be an eigenvector of the projected Hamiltonian. The passage to a differential Hamiltonian defined only on a dense domain needs a separate argument.

## How much core survives

For a unit vector $d$,

$$\langle d,Q_df\rangle=\langle d,f\rangle-\langle d,f\rangle\langle d,d\rangle=0 .$$

Hence $f=Q_df+\langle d,f\rangle d$ is an orthogonal sum, and Pythagoras gives

$$\|Q_df\|^2=\|f\|^2-|\langle d,f\rangle|^2 .$$

For $f=c$ this reads $\|Q_dc\|^2=1-|\langle d,c\rangle|^2=\eta$.

Now let $\langle d,x\rangle=0$. Only the part of $c$ orthogonal to $d$ can overlap with $x$:

$$\langle Q_dc,x\rangle=\langle c,x\rangle-\overline{\langle d,c\rangle}\,\langle d,x\rangle=\langle c,x\rangle .$$

By Cauchy–Schwarz,

$$|\langle c,x\rangle|^2\le\|Q_dc\|^2\|x\|^2=\eta\|x\|^2 .$$

## From core weight to energy

Split $x=\alpha c+y$ with $\alpha=\langle c,x\rangle$ and $y=Q_cx$, so that $\langle c,y\rangle=0$. Then

$$\langle x,Hx\rangle=|\alpha|^2E_c+\bar\alpha\langle c,Hy\rangle+\alpha E_c\langle y,c\rangle+\langle y,Hy\rangle .$$

Both cross terms vanish, since $\langle c,Hy\rangle=\langle Hc,y\rangle=E_c\langle c,y\rangle=0$. With the threshold condition and $\|y\|^2=\|x\|^2-|\alpha|^2$,

$$\langle x,Hx\rangle\ge|\alpha|^2E_c+E_v(\|x\|^2-|\alpha|^2)=E_v\|x\|^2-|\alpha|^2(E_v-E_c).$$

Since $E_v-E_c\ge0$, inserting $|\alpha|^2\le\eta\|x\|^2$ gives the bound.

## The vector that reaches the bound

Let $d=ac+bv$ with complex $a,b$. The two eigenvectors are orthogonal, because

$$E_c\langle c,v\rangle=\langle Hc,v\rangle=\langle c,Hv\rangle=E_v\langle c,v\rangle$$

and $E_c\ne E_v$. Therefore $|a|^2+|b|^2=1$, $\langle c,d\rangle=a$ and $\eta=|b|^2$. Take

$$x=-\bar b\,c+\bar a\,v .$$

It has norm one, and $\langle d,x\rangle=-\bar a\bar b+\bar b\bar a=0$. Its energy is

$$|b|^2E_c+|a|^2E_v=E_v-|b|^2(E_v-E_c)=E_v-\eta(E_v-E_c).$$

## Second order in the core error

With $t=|\langle c,d\rangle|$,

$$\|c-d\|^2=2-2\,\mathrm{Re}\langle c,d\rangle\ge2-2t=(1-t^2)+(1-t)^2\ge\eta .$$

An error of size $\varepsilon=\|c-d\|$ in the core function thus lowers the bound by at most $\varepsilon^2(E_v-E_c)$.

## The Lean file

```lean
import Mathlib

open scoped InnerProductSpace ComplexConjugate

namespace ApproximateCoreOPW

noncomputable section

variable {E : Type*} [NormedAddCommGroup E] [InnerProductSpace ℂ E]

/-- The energy form `⟨x, H x⟩` (its real part), without normalisation of `x`. -/
def energy (H : E →ₗ[ℂ] E) (x : E) : ℝ := (⟪x, H x⟫_ℂ).re

/-- For a unit core function `d`, the wave `f` with its component along `d` subtracted. -/
def opw (d f : E) : E := f - ⟪d, f⟫_ℂ • d

/-- The core defect `η = 1 - |⟨c, d⟩|²` of an approximate core `d` relative to `c`. -/
def coreDefect (c d : E) : ℝ := 1 - ‖⟪c, d⟫_ℂ‖ ^ 2

/-- A wave orthogonalized to a unit core function `d` is orthogonal to `d`. -/
theorem opw_orthogonal {d : E} (hd : ‖d‖ = 1) (f : E) : ⟪d, opw d f⟫_ℂ = 0 := by
  have hdd : ⟪d, d⟫_ℂ = 1 := by
    rw [inner_self_eq_norm_sq_to_K, hd]; norm_num
  rw [opw, inner_sub_right, inner_smul_right, hdd, mul_one, sub_self]

/-- Orthogonalization to a unit core function `d` lowers the squared norm by the squared
overlap with `d`. -/
theorem opw_norm_sq {d : E} (hd : ‖d‖ = 1) (f : E) :
    ‖opw d f‖ ^ 2 = ‖f‖ ^ 2 - ‖⟪d, f⟫_ℂ‖ ^ 2 := by
  have h := norm_add_sq (𝕜 := ℂ) (opw d f) (⟪d, f⟫_ℂ • d)
  have hs : opw d f + ⟪d, f⟫_ℂ • d = f := by simp [opw]
  have hz : ⟪opw d f, ⟪d, f⟫_ℂ • d⟫_ℂ = 0 := by
    rw [inner_smul_right, inner_eq_zero_symm.mp (opw_orthogonal hd f), mul_zero]
  rw [hs, hz, norm_smul, hd, map_zero] at h
  linarith

/-- A vector orthogonal to the unit approximate core `d` contains the unit true core `c`
with weight at most the core defect. -/
theorem core_weight_le {c d x : E} (hc1 : ‖c‖ = 1) (hd : ‖d‖ = 1)
    (hx : ⟪d, x⟫_ℂ = 0) : ‖⟪c, x⟫_ℂ‖ ^ 2 ≤ coreDefect c d * ‖x‖ ^ 2 := by
  -- only the part of `c` orthogonal to `d` can overlap with `x`
  have h : ⟪opw d c, x⟫_ℂ = ⟪c, x⟫_ℂ := by
    rw [opw, inner_sub_left, inner_smul_left, hx, mul_zero, sub_zero]
  have hn : ‖opw d c‖ ^ 2 = coreDefect c d := by
    rw [opw_norm_sq hd, hc1, norm_inner_symm, coreDefect, one_pow]
  rw [← h, ← hn, ← mul_pow]
  exact pow_le_pow_left₀ (norm_nonneg _) (norm_inner_le_norm _ _) 2

/-- For Hermitian `H` with unit eigenvector `c`, the energies of a core component and of a
component orthogonal to `c` add without cross terms. -/
theorem energy_core_add {H : E →ₗ[ℂ] E} (hH : H.IsSymmetric) {c y : E} {Ec : ℝ}
    (hc1 : ‖c‖ = 1) (hc : H c = (Ec : ℂ) • c) (hy : ⟪c, y⟫_ℂ = 0) (a : ℂ) :
    energy H (a • c + y) = ‖a‖ ^ 2 * Ec + energy H y := by
  have hyc : ⟪y, c⟫_ℂ = 0 := inner_eq_zero_symm.mp hy
  have hcH : ⟪c, H y⟫_ℂ = 0 := by
    rw [← hH c y, hc, inner_smul_left, hy, mul_zero]
  have hcc : ⟪c, c⟫_ℂ = 1 := by
    rw [inner_self_eq_norm_sq_to_K, hc1]; norm_num
  have key : ⟪a • c + y, H (a • c + y)⟫_ℂ
      = ((‖a‖ ^ 2 * Ec : ℝ) : ℂ) + ⟪y, H y⟫_ℂ := by
    rw [map_add, map_smul, hc]
    simp only [inner_add_left, inner_add_right, inner_smul_left, inner_smul_right,
      hyc, hcH, hcc]
    have ha := Complex.conj_mul' a
    push_cast
    linear_combination (Ec : ℂ) * ha
  rw [energy, key, Complex.add_re, Complex.ofReal_re, energy]

/-- Let `H` be Hermitian with unit core eigenvector `c` of energy `Ec ≤ Ev`, and with energy at
least `Ev` per squared norm on the complement of `c`. Then a vector orthogonal to a unit
approximate core `d` has energy at least `Ev - η (Ev - Ec)` per squared norm. -/
theorem energy_ge_of_orthogonal {H : E →ₗ[ℂ] E} (hH : H.IsSymmetric) {c d x : E}
    {Ec Ev : ℝ} (hc1 : ‖c‖ = 1) (hc : H c = (Ec : ℂ) • c) (hE : Ec ≤ Ev)
    (hgap : ∀ y, ⟪c, y⟫_ℂ = 0 → Ev * ‖y‖ ^ 2 ≤ energy H y)
    (hd : ‖d‖ = 1) (hx : ⟪d, x⟫_ℂ = 0) :
    (Ev - coreDefect c d * (Ev - Ec)) * ‖x‖ ^ 2 ≤ energy H x := by
  have hy := opw_orthogonal hc1 x
  have hs : ⟪c, x⟫_ℂ • c + opw c x = x := by simp [opw]
  -- split off the true core component of `x`
  have he := energy_core_add hH hc1 hc hy ⟪c, x⟫_ℂ
  rw [hs] at he
  have hg := hgap _ hy
  rw [opw_norm_sq hc1] at hg
  have hw := mul_le_mul_of_nonneg_right (core_weight_le hc1 hd hx) (sub_nonneg.mpr hE)
  rw [he]
  linarith

/-- Under the conditions of `energy_ge_of_orthogonal` on `H`, `c` and `d`, with `Ec < Ev`, if `d`
lies in the span of `c` and a unit eigenvector `v` of energy `Ev`, then `Ev - η (Ev - Ec)` is the
minimum energy over unit vectors orthogonal to `d`. -/
theorem isLeast_energy {H : E →ₗ[ℂ] E} (hH : H.IsSymmetric) {c d v : E}
    {Ec Ev : ℝ} (hc1 : ‖c‖ = 1) (hc : H c = (Ec : ℂ) • c) (hE : Ec < Ev)
    (hgap : ∀ y, ⟪c, y⟫_ℂ = 0 → Ev * ‖y‖ ^ 2 ≤ energy H y)
    (hd : ‖d‖ = 1) (hv1 : ‖v‖ = 1) (hv : H v = (Ev : ℂ) • v)
    (hspan : d ∈ Submodule.span ℂ {c, v}) :
    IsLeast {e : ℝ | ∃ x : E, ‖x‖ = 1 ∧ ⟪d, x⟫_ℂ = 0 ∧ energy H x = e}
      (Ev - coreDefect c d * (Ev - Ec)) := by
  constructor
  · obtain ⟨a, b, rfl⟩ := Submodule.mem_span_pair.mp hspan
    -- eigenvectors of different energy are orthogonal
    have hcv : ⟪c, v⟫_ℂ = 0 := by
      have h := hH c v
      rw [hc, hv, inner_smul_left, inner_smul_right, Complex.conj_ofReal] at h
      have hne : (Ec : ℂ) - Ev ≠ 0 := sub_ne_zero.mpr (by exact_mod_cast hE.ne)
      have h0 : ((Ec : ℂ) - Ev) * ⟪c, v⟫_ℂ = 0 := by linear_combination h
      exact (mul_eq_zero.mp h0).resolve_left hne
    have hvc : ⟪v, c⟫_ℂ = 0 := inner_eq_zero_symm.mp hcv
    have hcc : ⟪c, c⟫_ℂ = 1 := by
      rw [inner_self_eq_norm_sq_to_K, hc1]; norm_num
    have hvv : ⟪v, v⟫_ℂ = 1 := by
      rw [inner_self_eq_norm_sq_to_K, hv1]; norm_num
    have hn : ∀ p q : ℂ, ‖p • c + q • v‖ ^ 2 = ‖p‖ ^ 2 + ‖q‖ ^ 2 := by
      intro p q
      have hz : ⟪p • c, q • v⟫_ℂ = 0 := by
        rw [inner_smul_left, inner_smul_right, hcv, mul_zero, mul_zero]
      rw [norm_add_sq (𝕜 := ℂ), hz, norm_smul, norm_smul, hc1, hv1, map_zero]
      ring
    have hab : ‖a‖ ^ 2 + ‖b‖ ^ 2 = 1 := by rw [← hn, hd, one_pow]
    -- the vector of the two-level space orthogonal to `d`
    refine ⟨(-conj b) • c + (conj a) • v, ?_, ?_, ?_⟩
    · refine (pow_eq_one_iff_of_nonneg (norm_nonneg _) two_ne_zero).mp ?_
      rw [hn, norm_neg, RCLike.norm_conj, RCLike.norm_conj]
      linarith
    · simp only [inner_add_left, inner_add_right, inner_smul_left, inner_smul_right,
        hcv, hvc, hcc, hvv]
      ring
    · have hav : energy H ((conj a) • v) = ‖a‖ ^ 2 * Ev := by
        have h := energy_core_add hH hv1 hv (inner_zero_right v) (conj a)
        simpa [energy] using h
      have ho : ⟪c, (conj a) • v⟫_ℂ = 0 := by rw [inner_smul_right, hcv, mul_zero]
      have hca : ⟪c, a • c + b • v⟫_ℂ = a := by
        rw [inner_add_right, inner_smul_right, inner_smul_right, hcc, hcv]
        ring
      rw [energy_core_add hH hc1 hc ho, hav, coreDefect, hca, norm_neg, RCLike.norm_conj]
      linear_combination Ec * hab
  · rintro e ⟨x, hx1, hx, rfl⟩
    have h := energy_ge_of_orthogonal hH hc1 hc hE.le hgap hd hx
    rwa [hx1, one_pow, mul_one] at h

/-- Under the conditions of `energy_ge_of_orthogonal`, any wave `f` orthogonalized to `d` obeys
the energy bound, with its squared norm written through `f` and its overlap with `d`. -/
theorem energy_opw_ge {H : E →ₗ[ℂ] E} (hH : H.IsSymmetric) {c d : E}
    {Ec Ev : ℝ} (hc1 : ‖c‖ = 1) (hc : H c = (Ec : ℂ) • c) (hE : Ec ≤ Ev)
    (hgap : ∀ y, ⟪c, y⟫_ℂ = 0 → Ev * ‖y‖ ^ 2 ≤ energy H y) (hd : ‖d‖ = 1) (f : E) :
    (Ev - coreDefect c d * (Ev - Ec)) * (‖f‖ ^ 2 - ‖⟪d, f⟫_ℂ‖ ^ 2)
      ≤ energy H (opw d f) := by
  rw [← opw_norm_sq hd]
  exact energy_ge_of_orthogonal hH hc1 hc hE hgap hd (opw_orthogonal hd f)

/-- For unit vectors `c` and `d`, the core defect is at most the squared distance
between them: it is of second order in the error of the core function. -/
theorem coreDefect_le_dist_sq {c d : E} (hc1 : ‖c‖ = 1) (hd : ‖d‖ = 1) :
    coreDefect c d ≤ ‖c - d‖ ^ 2 := by
  have h := norm_sub_sq (𝕜 := ℂ) c d
  have hr : RCLike.re ⟪c, d⟫_ℂ ≤ ‖⟪c, d⟫_ℂ‖ := RCLike.re_le_norm _
  rw [hc1, hd] at h
  rw [h, coreDefect]
  nlinarith [sq_nonneg (‖⟪c, d⟫_ℂ‖ - 1)]

/-- The model Hamiltonian `Ev + (Ec - Ev) |c⟩⟨c|`. -/
def modelH (c : E) (Ec Ev : ℝ) : E →ₗ[ℂ] E where
  toFun x := (Ev : ℂ) • x + (((Ec : ℂ) - Ev) * ⟪c, x⟫_ℂ) • c
  map_add' x y := by
    simp only [inner_add_right]
    module
  map_smul' r x := by
    simp only [inner_smul_right, RingHom.id_apply]
    module

/-- For a unit vector `c`, the model Hamiltonian is Hermitian, has `c` as eigenvector of energy
`Ec`, multiplies every vector orthogonal to `c` by `Ev`, and meets the energy bound on the
complement of `c`. -/
theorem modelH_witness {c : E} (hc1 : ‖c‖ = 1) (Ec Ev : ℝ) :
    (modelH c Ec Ev).IsSymmetric ∧ modelH c Ec Ev c = (Ec : ℂ) • c ∧
      (∀ v, ⟪c, v⟫_ℂ = 0 → modelH c Ec Ev v = (Ev : ℂ) • v) ∧
      ∀ y, ⟪c, y⟫_ℂ = 0 → Ev * ‖y‖ ^ 2 ≤ energy (modelH c Ec Ev) y := by
  have happ : ∀ x, modelH c Ec Ev x
      = (Ev : ℂ) • x + (((Ec : ℂ) - Ev) * ⟪c, x⟫_ℂ) • c := fun _ => rfl
  have hv : ∀ v, ⟪c, v⟫_ℂ = 0 → modelH c Ec Ev v = (Ev : ℂ) • v := by
    intro v h
    rw [happ, h, mul_zero, zero_smul, add_zero]
  refine ⟨?_, ?_, hv, ?_⟩
  · intro x y
    rw [happ, happ]
    simp only [inner_add_left, inner_add_right, inner_smul_left, inner_smul_right,
      map_mul, map_sub, Complex.conj_ofReal, inner_conj_symm]
    ring
  · have hcc : ⟪c, c⟫_ℂ = 1 := by
      rw [inner_self_eq_norm_sq_to_K, hc1]; norm_num
    rw [happ, hcc]
    module
  · intro y hy
    have h : ⟪y, y⟫_ℂ = ((‖y‖ ^ 2 : ℝ) : ℂ) := by
      rw [inner_self_eq_norm_sq_to_K]; norm_cast
    rw [energy, hv y hy, inner_smul_right, h, ← Complex.ofReal_mul, Complex.ofReal_re]

end

end ApproximateCoreOPW
```

```lean
#print axioms ApproximateCoreOPW.core_weight_le
#print axioms ApproximateCoreOPW.isLeast_energy
#print axioms ApproximateCoreOPW.energy_opw_ge
#print axioms ApproximateCoreOPW.coreDefect_le_dist_sq
```

```
'ApproximateCoreOPW.core_weight_le' depends on axioms: [propext, Classical.choice, Quot.sound]
'ApproximateCoreOPW.isLeast_energy' depends on axioms: [propext, Classical.choice, Quot.sound]
'ApproximateCoreOPW.energy_opw_ge' depends on axioms: [propext, Classical.choice, Quot.sound]
'ApproximateCoreOPW.coreDefect_le_dist_sq' depends on axioms: [propext, Classical.choice, Quot.sound]
```

## Lemmas behind the lower bound

`opw_orthogonal` and `opw_norm_sq` are the orthogonality and Pythagoras steps. The latter expands the squared norm of the sum $Q_df+\langle d,f\rangle d$ and removes the mixed term.

`core_weight_le` bounds the core weight relative to $\|x\|^2$, since $x$ need not be normalised. It follows the derivation directly: `h` replaces $c$ by $Q_dc$ in the overlap with $x$, `hn` identifies $\|Q_dc\|^2$ with the defect, and `norm_inner_le_norm` is Cauchy–Schwarz, squared in the last line.

`energy_core_add` is the energy splitting without cross terms. Its fact `hcH` moves $H$ onto $c$ by symmetry; `key` expands the full inner product, where $\bar\alpha\alpha=|\alpha|^2$ closes the calculation.

In `energy_ge_of_orthogonal`, `he` is the split energy, `hg` the threshold condition for $Q_cx$, and `hw` the core-weight estimate multiplied by $E_v-E_c\ge0$. `linarith` adds them up.

## Attainment, orthogonalized waves and a model Hamiltonian

The first half of `isLeast_energy` extracts $a$ and $b$ from the span condition. It proves `hcv`, the orthogonality of the eigenvectors, by cancelling the nonzero factor $E_c-E_v$. The general norm formula `hn` then serves twice, for $d$ and for the minimizing vector. The three remaining goals are its unit norm, its orthogonality to $d$ and its energy. For the energy of $\bar a v$, the proof applies `energy_core_add` with $v$ in the role of $c$ and zero as the remainder. The final `linear_combination` uses $|a|^2+|b|^2=1$. The second half of the theorem is the lower bound at $\|x\|=1$.

`energy_opw_ge` applies the bound to $Q_df$ for arbitrary $f$, with $\|Q_df\|^2$ written as $\|f\|^2-|\langle d,f\rangle|^2$. To obtain an energy per unit norm, divide by this quantity when $f$ is not a multiple of $d$. `coreDefect_le_dist_sq` proves the second-order estimate; its `nlinarith` step is supplied with the square $(t-1)^2$.

Finally, `modelH` is the Hamiltonian $E_v+(E_c-E_v)|c\rangle\langle c|$. `modelH_witness` checks by substitution that it is Hermitian, that it multiplies $c$ by $E_c$ and every vector orthogonal to $c$ by $E_v$, and that it meets the threshold condition. It provides a concrete operator for the assumptions on $H$, for any unit vector $c$ and any real $E_c\le E_v$.
